# Cauchy moment expansion of the dynamic polarizability of a finite discrete spectrum, below its lowest excitation frequency

For finitely many excitations with real oscillator strengths f_k and frequencies w_k, the undamped dynamic polarizability at real frequency ω is, in atomic units, the sum of f_k/(w_k² − ω²). The theorem says that if |ω| lies below every w_k, the series with terms S_n ω^(2n) converges to this polarizability, where the Cauchy moment S_n is the sum of f_k/w_k^(2+2n). The strengths may have any sign, and no sum rule is assumed. The proof treats each excitation separately, as a geometric series of ratio ω²/w_k² multiplied by f_k/w_k², and then tries to match that series to the required one with `convert`.

Lean 4 with Mathlib refuses this proof:

```lean
import Mathlib

open Matrix

namespace CauchyMomentHankel

noncomputable section

variable {ι : Type*} [Fintype ι] {m : ℕ}

/-- The dynamic polarizability at frequency `ω` of a discrete spectrum with oscillator
strengths `f` and excitation frequencies `w`. -/
def polarizability (f w : ι → ℝ) (ω : ℝ) : ℝ := ∑ k, f k / (w k ^ 2 - ω ^ 2)

/-- The Cauchy moment of order `-2-2n`: the sum of the oscillator strengths, each divided by
its excitation frequency to the power `2+2n`. -/
def cauchyMoment (f w : ι → ℝ) (n : ℕ) : ℝ := ∑ k, f k / w k ^ (2 + 2 * n)

/-- When `|ω|` is below every excitation frequency, the polarizability is the power series in `ω ^
2` whose coefficients are the Cauchy moments. -/
theorem hasSum_polarizability (f w : ι → ℝ) (ω : ℝ) (h : ∀ k, |ω| < w k) :
    HasSum (fun n : ℕ => cauchyMoment f w n * ω ^ (2 * n)) (polarizability f w ω) := by
  simp only [cauchyMoment, polarizability, Finset.sum_mul]
  refine hasSum_sum fun k _ => ?_
  have hw : 0 < w k := lt_of_le_of_lt (abs_nonneg ω) (h k)
  have hlt : ω ^ 2 < w k ^ 2 := by
    rw [← sq_abs ω]
    exact pow_lt_pow_left₀ (h k) (abs_nonneg ω) two_ne_zero
  have hr : ω ^ 2 / w k ^ 2 < 1 := (div_lt_one (by positivity)).2 hlt
  -- each excitation contributes a geometric series
  have g := (hasSum_geometric_of_lt_one (by positivity) hr).mul_left (f k / w k ^ 2)
  convert g using 1
  · funext n
    have e1 : w k ^ (2 + 2 * n) = w k ^ 2 * (w k ^ 2) ^ n := by ring
    have e2 : ω ^ (2 * n) = (ω ^ 2) ^ n := pow_mul ω 2 n
    rw [div_pow, e1, e2, div_mul_div_comm, div_mul_eq_mul_div]
  · have h1 : w k ^ 2 - ω ^ 2 ≠ 0 := (sub_pos.2 hlt).ne'
    have h2 : w k ≠ 0 := hw.ne'
    have h3 : 1 - ω ^ 2 / w k ^ 2 = (w k ^ 2 - ω ^ 2) / w k ^ 2 := by field_simp
    rw [h3, inv_div]
    field_simp

end

end CauchyMomentHankel
```

The compiler's answer:

```
Main.lean:33:4: error: Tactic `apply` failed: could not unify the conclusion of `@funext`
  ?f = ?g
with the goal
  Real.instAddCommMonoid =
    CommRing.toNonUnitalCommRing.toNonUnitalNonAssocCommRing.toNonUnitalNonAssocSemiring.toAddCommMonoid

Note: The full type of `@funext` is
  ∀ {α : Sort ?u.116} {β : α → Sort ?u.115} {f g : (x : α) → β x}, (∀ (x : α), f x = g x) → f = g

case e'_3
ι : Type u_1
inst✝ : Fintype ι
f w : ι → ℝ
ω : ℝ
h : ∀ (k : ι), |ω| < w k
k : ι
x✝ : k ∈ Finset.univ
hw : 0 < w k
hlt : ω ^ 2 < w k ^ 2
hr : ω ^ 2 / w k ^ 2 < 1
g : HasSum (fun i => f k / w k ^ 2 * (ω ^ 2 / w k ^ 2) ^ i) (f k / w k ^ 2 * (1 - ω ^ 2 / w k ^ 2)⁻¹)
⊢ Real.instAddCommMonoid =
    CommRing.toNonUnitalCommRing.toNonUnitalNonAssocCommRing.toNonUnitalNonAssocSemiring.toAddCommMonoid
Main.lean:40:8: error: Tactic `rewrite` failed: Did not find an occurrence of the pattern
  1 - ω ^ 2 / w k ^ 2
in the target expression
  (fun n => f k / w k ^ (2 + 2 * n) * ω ^ (2 * n)) = fun i => f k / w k ^ 2 * (ω ^ 2 / w k ^ 2) ^ i

case e'_5
ι : Type u_1
inst✝ : Fintype ι
f w : ι → ℝ
ω : ℝ
h : ∀ (k : ι), |ω| < w k
k : ι
x✝ : k ∈ Finset.univ
hw : 0 < w k
hlt : ω ^ 2 < w k ^ 2
hr : ω ^ 2 / w k ^ 2 < 1
g : HasSum (fun i => f k / w k ^ 2 * (ω ^ 2 / w k ^ 2) ^ i) (f k / w k ^ 2 * (1 - ω ^ 2 / w k ^ 2)⁻¹)
h1 : w k ^ 2 - ω ^ 2 ≠ 0
h2 : w k ≠ 0
h3 : 1 - ω ^ 2 / w k ^ 2 = (w k ^ 2 - ω ^ 2) / w k ^ 2
⊢ (fun n => f k / w k ^ (2 + 2 * n) * ω ^ (2 * n)) = fun i => f k / w k ^ 2 * (ω ^ 2 / w k ^ 2) ^ i
Main.lean:22:85: error: unsolved goals
case e'_6
ι : Type u_1
inst✝ : Fintype ι
f w : ι → ℝ
ω : ℝ
h : ∀ (k : ι), |ω| < w k
k : ι
x✝ : k ∈ Finset.univ
hw : 0 < w k
hlt : ω ^ 2 < w k ^ 2
hr : ω ^ 2 / w k ^ 2 < 1
g : HasSum (fun i => f k / w k ^ 2 * (ω ^ 2 / w k ^ 2) ^ i) (f k / w k ^ 2 * (1 - ω ^ 2 / w k ^ 2)⁻¹)
⊢ f k / (w k ^ 2 - ω ^ 2) = f k / w k ^ 2 * (1 - ω ^ 2 / w k ^ 2)⁻¹
```

After these edits no error is left:

```diff
@@ -30,14 +30,21 @@
   -- each excitation contributes a geometric series
   have g := (hasSum_geometric_of_lt_one (by positivity) hr).mul_left (f k / w k ^ 2)
-  convert g using 1
-  · funext n
+  have hfun : (fun n : ℕ => f k / w k ^ (2 + 2 * n) * ω ^ (2 * n)) =
+      fun n : ℕ => f k / w k ^ 2 * (ω ^ 2 / w k ^ 2) ^ n := by
+    funext n
     have e1 : w k ^ (2 + 2 * n) = w k ^ 2 * (w k ^ 2) ^ n := by ring
     have e2 : ω ^ (2 * n) = (ω ^ 2) ^ n := pow_mul ω 2 n
     rw [div_pow, e1, e2, div_mul_div_comm, div_mul_eq_mul_div]
-  · have h1 : w k ^ 2 - ω ^ 2 ≠ 0 := (sub_pos.2 hlt).ne'
+  have hval : f k / (w k ^ 2 - ω ^ 2) = f k / w k ^ 2 * (1 - ω ^ 2 / w k ^ 2)⁻¹ := by
+    have h1 : w k ^ 2 - ω ^ 2 ≠ 0 := (sub_pos.2 hlt).ne'
     have h2 : w k ≠ 0 := hw.ne'
     have h3 : 1 - ω ^ 2 / w k ^ 2 = (w k ^ 2 - ω ^ 2) / w k ^ 2 := by field_simp
     rw [h3, inv_div]
     field_simp
+  have g' : HasSum (fun n : ℕ => f k / w k ^ (2 + 2 * n) * ω ^ (2 * n))
+      (f k / (w k ^ 2 - ω ^ 2)) := by
+    rw [hfun, hval]
+    exact g
+  exact g'
 
 end
```

Cause. All three errors come from one miscount. The two bullets after `convert g using 1` expect an equality of the series' terms and an equality of their sums, but `convert` left three goals. The first asks that two instances of the additive commutative monoid structure on ℝ be equal: `Real.instAddCommMonoid` and the one reached through `CommRing`. They are equal by definition, but `convert` unfolds too little by default to see this. `funext` fails on the goal because it is not an equality of functions. The second bullet then receives the equality of terms, where `rw [h3, inv_div]` finds no `1 - ω ^ 2 / w k ^ 2` to rewrite. The equality of sums, for which that bullet was written, is left with no proof at all.

The repair states the two intended equalities as `hfun` and `hval` and proves them with the same steps as before. It then rewrites the desired `HasSum` statement, `g'`, with both and closes it by `exact g`. The instance equality no longer arises as a separate goal: `exact` checks it by unfolding the two structures.
